# The number of time-reversal orbits {k, −k} on an unshifted k-point mesh

On an unshifted mesh, keep one k-point from each pair \(\{k,-k\}\), give every kept point double weight, and the total weight comes out too large. The zone centre is its own partner, so doubling its weight counts it twice, and the same happens at every other point with \(k=-k\). In an insulator the electron count is then wrong. Rescaling the weights to sum to one repairs the count but, unless every mesh point is its own partner, leaves these points with too large a share of the total. The problems below find how many such points a mesh has and how many points remain after the reduction.

## Momenta, partners and orbits

For a time-reversal-symmetric one-particle Hamiltonian, the band energies at \(k\) and \(-k\) form the same set. That is the physical input, and it is assumed here; what follows is the counting. In a band-structure calculation on an unshifted mesh with no other symmetry in use, the number of orbits is the number of k-points at which the Hamiltonian is diagonalised.

Let \(G\) be a finite abelian group of crystal momenta, written additively, so that reciprocal lattice vectors count as zero. Time reversal acts as \(k\mapsto -k\).

```lean
import Mathlib

open Finset

namespace TimeReversalReduction

section Orbits

variable (G : Type*) [AddCommGroup G] [Fintype G] [DecidableEq G]
```

A momentum is invariant if \(k=-k\). Write \(I(G)\) for the set of invariant momenta, which is `invariantPoints G` in Lean.

```lean
/-- The time-reversal-invariant points of a finite group of crystal momenta: those with
`k = -k`. -/
def invariantPoints : Finset G := univ.filter (fun k => k = -k)
```

The orbit of \(k\) is the set \(\{k,-k\}\). Since it is a set, it has one element when \(k\) is invariant and two otherwise.

```lean
variable {G} in
omit [Fintype G] in
/-- The orbit `{k, -k}` of a crystal momentum under time reversal. -/
def orbit (k : G) : Finset G := {k, -k}
```

Write \(O(G)\) for the set of all orbits. In Lean it is the image of \(G\) under `orbit`, so \(k\) and \(-k\) contribute the same element once. In a Brillouin-zone average, an orbit with \(s\) elements carries the weight \(s/|G|\).

```lean
/-- The set of all time-reversal orbits; a reduced sampling keeps one point from each. -/
def orbits : Finset (Finset G) := univ.image orbit
```

## (a) Orbits in any finite group of momenta

Show that the orbits and the invariant points of \(G\) satisfy
\[
2\,|O(G)| = |G| + |I(G)| .
\]

First, the orbits divide \(G\) into disjoint classes. If \(\{k,-k\}=\{a,-a\}\), then \(k\) lies in \(\{a,-a\}\). Conversely, if \(k=a\) or \(k=-a\), the two orbits agree, because \(-(-a)=a\). The points whose orbit is that of \(a\) are therefore exactly \(a\) and \(-a\).

Now give each point the counting weight \(w(k)=1\), plus 1 more if \(k=-k\). This is a bookkeeping device and differs from the sampling weight above. If \(a=-a\), the orbit is \(\{a\}\) and its total is \(w(a)=2\). If \(a\neq -a\), the orbit has two elements and neither is invariant, since \(-a=-(-a)\) would give \(-a=a\). The total is again \(1+1=2\). Summing over orbits and over points gives the same number:
\[
2\,|O(G)|=\sum_{S\in O(G)}\ \sum_{k\in S}w(k)=\sum_{k\in G}w(k)=|G|+|I(G)| .
\]

```lean
/-- Twice the number of time-reversal orbits is the number of all points plus the number of
invariant points. -/
theorem two_mul_card_orbits :
    2 * (orbits G).card = Fintype.card G + (invariantPoints G).card := by
  -- the points whose orbit is that of `a` are `a` and `-a`
  have fiber : ∀ a : G, univ.filter (fun k => orbit k = orbit a) = orbit a := by
    intro a
    ext k
    rw [mem_filter]
    constructor
    · rintro ⟨_, h⟩
      rw [← h]
      exact mem_insert_self k {-k}
    · intro h
      refine ⟨mem_univ k, ?_⟩
      have h' : k = a ∨ k = -a := by simpa [orbit] using h
      rcases h' with rfl | rfl
      · rfl
      · unfold orbit
        rw [neg_neg, pair_comm]
  -- counting invariant points twice gives every orbit the weight 2
  have weight : ∀ a : G, ∑ k ∈ orbit a, (1 + if k = -k then 1 else 0) = 2 := by
    intro a
    by_cases h : a = -a
    · have hs : orbit a = {a} := by
        unfold orbit
        rw [← h]
        simp
      simp only [hs, sum_singleton, if_pos h]
    · have h' : ¬ (-a = - -a) := by
        intro e
        rw [neg_neg] at e
        exact h e.symm
      unfold orbit
      rw [sum_pair h]
      simp only [if_neg h, if_neg h']
  calc 2 * (orbits G).card = ∑ _S ∈ orbits G, 2 := by
        rw [sum_const, smul_eq_mul, mul_comm]
    _ = ∑ S ∈ orbits G, ∑ k ∈ univ.filter (fun k => orbit k = S),
          (1 + if k = -k then 1 else 0) := by
        refine sum_congr rfl ?_
        intro S hS
        obtain ⟨a, _, rfl⟩ := mem_image.1 hS
        rw [fiber, weight]
    _ = ∑ k : G, (1 + if k = -k then 1 else 0) :=
        sum_fiberwise_of_maps_to (fun k _ => mem_image_of_mem orbit (mem_univ k)) _
    _ = Fintype.card G + (invariantPoints G).card := by
        unfold invariantPoints
        rw [card_filter, sum_add_distrib, sum_const, smul_eq_mul, mul_one, card_univ]

end Orbits
```

The theorem holds for every finite additive commutative group, with `Fintype.card G` for \(|G|\) and `.card` for the size of a finite set. Inside the proof, `fiber` identifies the points that share an orbit, and `weight` shows that each orbit has total 2. The `calc` chain is the displayed sum: `sum_fiberwise_of_maps_to` merges the sums over the separate orbits into one sum over \(G\), and the last step splits \(w\) into its two terms.

## (b) Coordinates of the invariant points

Take a mesh in \(d\) dimensions with \(N_i\ge 1\) divisions along reciprocal direction \(i\), where \(i=0,\dots,d-1\). A mesh point has components \(k_i\), each an integer modulo \(N_i\), and its fractional coordinates are \(k_i/N_i\) modulo 1.

```lean
/-- The unshifted sampling mesh with `N i` divisions along reciprocal direction `i`; the
component `k i` stands for the fractional coordinate `k i / N i` modulo 1, for `N i ≥ 1`. -/
abbrev Grid {d : ℕ} (N : Fin d → ℕ) : Type := ∀ i, ZMod (N i)
```

`Grid N` is the type of these families of residues, with negation taken component by component. It contains the zone centre, so it describes an unshifted mesh.

Let \(m_i\) be the representative of \(k_i\) with \(0\le m_i<N_i\). Show that
\[
k=-k \iff \text{for every } i:\quad m_i=0 \ \text{ or } \ 2m_i=N_i .
\]

Two mesh points are equal when all their components are equal, so \(k=-k\) means \(k_i=-k_i\) for every \(i\). This says that \(N_i\) divides \(2m_i\). Since \(0\le 2m_i<2N_i\), the only possible multiples are \(0\) and \(N_i\). Each fractional coordinate is thus 0 or 1/2.

```lean
/-- On a mesh with at least one division per direction, a point is time-reversal invariant
exactly when each of its fractional coordinates is 0 or 1/2. -/
theorem eq_neg_iff_coordinates {d : ℕ} (N : Fin d → ℕ) [∀ i, NeZero (N i)] (k : Grid N) :
    k = -k ↔ ∀ i, k i = 0 ∨ 2 * (k i).val = N i := by
  rw [funext_iff]
  refine forall_congr' fun i => ?_
  rw [Pi.neg_apply, eq_comm, ZMod.neg_eq_self_iff]
```

The representative \(m_i\) is `(k i).val`, and `[∀ i, NeZero (N i)]` is the condition \(N_i\ge1\). It is needed for a finite mesh, because `ZMod 0` is the set of all integers. The proof passes to components with `funext_iff` and `forall_congr'`; Mathlib's `ZMod.neg_eq_self_iff` then supplies the divisibility argument for one component.

## (c) Invariant points along one direction

Show that a line with \(n\ge1\) divisions has
\[
|I(\mathbb Z/n)|=\begin{cases}2,& n \text{ even},\\ 1,& n\text{ odd}.\end{cases}
\]

By part (b), the representative \(m\) of an invariant point satisfies \(m=0\) or \(2m=n\). The first always has a solution, the zone centre. The second requires \(n\) to be even, and then \(m=n/2\). For even \(n\ge1\) we have \(0<n/2<n\), so this is a second point of the line, at fractional coordinate 1/2. For odd \(n\), including \(n=1\), only the zone centre remains.

```lean
/-- Along one direction with `n ≥ 1` divisions there are two invariant points if `n` is even
and one if `n` is odd. -/
theorem card_invariantPoints_line (n : ℕ) [NeZero n] :
    (invariantPoints (ZMod n)).card = if Even n then 2 else 1 := by
  have hn : n ≠ 0 := NeZero.ne n
  have key : ∀ k : ZMod n, k ∈ invariantPoints (ZMod n) ↔ k = 0 ∨ 2 * k.val = n := by
    intro k
    unfold invariantPoints
    rw [mem_filter, eq_comm (a := k) (b := -k), ZMod.neg_eq_self_iff]
    exact ⟨fun h => h.2, fun h => ⟨mem_univ k, h⟩⟩
  split_ifs with h
  · -- even case: the zone centre and the zone boundary
    obtain ⟨m, hm⟩ := h
    have hval : ((m : ℕ) : ZMod n).val = m := ZMod.val_natCast_of_lt (by omega)
    have hne : (0 : ZMod n) ≠ (m : ZMod n) := by
      intro e
      rw [← e, ZMod.val_zero] at hval
      omega
    have hs : invariantPoints (ZMod n) = {0, (m : ZMod n)} := by
      ext k
      rw [key, mem_insert, mem_singleton]
      refine or_congr Iff.rfl ⟨fun hk => ?_, fun hk => ?_⟩
      · have hkm : k.val = m := by omega
        rw [← hkm, ZMod.natCast_zmod_val]
      · rw [hk, hval]
        omega
    rw [hs, card_pair hne]
  · -- odd case: only the zone centre
    have hs : invariantPoints (ZMod n) = {0} := by
      ext k
      rw [key, mem_singleton]
      refine ⟨fun hk => hk.resolve_right fun e => h ⟨k.val, by omega⟩, Or.inl⟩
    rw [hs, card_singleton]
```

The local statement `key` turns membership in the invariant set into the two alternatives above. In the even case Lean writes \(n=m+m\). Then `hval` confirms that the residue of \(m\) has representative \(m\), `hne` separates it from 0, and `hs` lists the invariant set as these two points. In the odd case, a solution of \(2m=n\) would make \(n\) even, which contradicts the case assumption.

## (d) Invariant points of the whole mesh

Let \(e\) be the number of directions \(i\) for which \(N_i\) is even. Show that the mesh has
\[
|I|=2^{e}
\]
invariant points.

A mesh point is invariant exactly when every component is invariant on its own line, and the components can be chosen independently. The invariant set is therefore a product of one-dimensional sets, and its size is the product of their sizes. By part (c), each even direction contributes a factor 2 and each odd direction a factor 1.

```lean
/-- A mesh with at least one division per direction has `2 ^ e` time-reversal-invariant points,
where `e` is the number of directions with an even number of divisions. -/
theorem card_invariantPoints_grid {d : ℕ} (N : Fin d → ℕ) [∀ i, NeZero (N i)] :
    (invariantPoints (Grid N)).card = 2 ^ (univ.filter (fun i => Even (N i))).card := by
  -- invariance holds component by component
  have hs : invariantPoints (Grid N) =
      Fintype.piFinset (fun i => invariantPoints (ZMod (N i))) := by
    ext k
    simp [invariantPoints, Fintype.mem_piFinset, funext_iff]
  rw [hs, Fintype.card_piFinset]
  simp only [card_invariantPoints_line]
  rw [prod_ite, prod_const, prod_const_one, mul_one]
```

The exponent in Lean is the size of the set of indices with `Even (N i)`. The equation `hs` identifies the invariant set with `Fintype.piFinset`, the product of finite sets, and `Fintype.card_piFinset` turns its size into a product of numbers. Finally `prod_ite` separates the even directions from the odd ones.

## (e) Orbits of a mesh with unequal divisions

Let \(|O|\) be the number of orbits of the mesh in part (d). Show that
\[
2\,|O|=\prod_{i=0}^{d-1}N_i+2^{e}.
\]

The mesh has \(\prod_i N_i\) points, and part (d) gives the number of invariant ones. Both go into part (a).

As an example, take \(d=2\) with \(N_0=4\) and \(N_1=3\). There are 12 points and one even direction, so \(|O|=(12+2)/2=7\). Listed by hand, the orbits are
\[
\{(0,0)\},\ \{(2,0)\},\ \{(1,0),(3,0)\},\ \{(0,1),(0,2)\},
\]
\[
\{(2,1),(2,2)\},\ \{(1,1),(3,2)\},\ \{(1,2),(3,1)\}.
\]
The two single points carry sampling weight \(1/12\) each and the five pairs carry \(1/6\) each, which adds up to 1.

```lean
/-- For a mesh with at least one division per direction, twice the number of time-reversal
orbits is the product of the divisions plus `2 ^ e`, with `e` the number of even divisions. -/
theorem two_mul_card_orbits_grid {d : ℕ} (N : Fin d → ℕ) [∀ i, NeZero (N i)] :
    2 * (orbits (Grid N)).card =
      ∏ i, N i + 2 ^ (univ.filter (fun i => Even (N i))).card := by
  rw [two_mul_card_orbits, card_invariantPoints_grid, Fintype.card_pi]
  simp only [ZMod.card]
```

The first rewriting line inserts parts (a) and (d), and `Fintype.card_pi` expresses the size of the mesh as a product. `ZMod.card` then gives each factor its value \(N_i\).

## (f) Equal divisions in every direction

Now let every direction have the same number \(N\ge1\) of divisions, and let \(F\) be the number of invariant points. Show that
\[
F=\begin{cases}2^d,& N\text{ even},\\ 1,& N\text{ odd},\end{cases}
\qquad\text{and}\qquad 2\,|O|=N^d+F .
\]

If \(N\) is even, all \(d\) directions are even and \(e=d\). If \(N\) is odd, none is and \(e=0\). Part (d) gives \(F\), and part (a) with \(N^d\) mesh points gives the second equation. It also shows that \(N^d+F\) is even, so \(|O|=(N^d+F)/2\) holds without rounding. For \(N=2\) every mesh point is invariant, and time reversal removes nothing.

```lean
/-- The `d`-dimensional mesh with `N ≥ 1` divisions in every direction has `F = 2 ^ d` invariant
points for even `N` and `F = 1` for odd `N`, and twice its number of orbits is `N ^ d + F`. -/
theorem time_reversal_reduction (d N : ℕ) [NeZero N] :
    (invariantPoints (Grid (fun _ : Fin d => N))).card = (if Even N then 2 ^ d else 1) ∧
    2 * (orbits (Grid (fun _ : Fin d => N))).card =
      N ^ d + (if Even N then 2 ^ d else 1) := by
  have hF : (invariantPoints (Grid (fun _ : Fin d => N))).card =
      if Even N then 2 ^ d else 1 := by
    rw [card_invariantPoints_grid]
    split_ifs with h <;> simp [h]
  refine ⟨hF, ?_⟩
  rw [two_mul_card_orbits, hF, Fintype.card_pi]
  simp [ZMod.card]
```

The theorem joins the two equations by `∧`, and the second is written with the factor 2 on the left, so no integer division enters. In `hF`, the index set from part (d) becomes either all directions or none, according to the parity of \(N\). The orbit equation then follows from part (a), with `hF` giving the number of invariant points.

The weighting in part (a) uses only that applying time reversal twice returns the original point, so it also handles a mesh shifted by half a step in every direction. Its fractional coordinates are \((k_i+\tfrac12)/N\), and time reversal sends \(k_i\) to \(-k_i-1\). An invariant point would need \(2k_i+1\) to be divisible by \(N\), which is impossible for even \(N\). For \(d\ge1\) and even \(N\), the shifted mesh thus has no invariant points and \(N^d/2\) orbits. The Lean definitions describe the unshifted mesh alone, so this count rests on the argument just given.

## (g) Even meshes in three dimensions

Let \(d=3\) and \(N=2p\) with \(N\ge1\), so that \(p\ge1\). Show that
\[
|O|=4p^3+4 .
\]

Part (f) gives \(F=2^3=8\), and \(N^3=8p^3\). Hence \(2\,|O|=8p^3+8\), and halving gives the result. A \(4\times4\times4\) mesh has \(p=2\), so its 64 points reduce to 36.

```lean
/-- A three-dimensional mesh with the same even number `N = 2 p ≥ 2` of divisions in every
direction has `4 p ^ 3 + 4` time-reversal orbits. -/
theorem card_orbits_even_three (N p : ℕ) [NeZero N] (hN : N = 2 * p) :
    (orbits (Grid (fun _ : Fin 3 => N))).card = 4 * p ^ 3 + 4 := by
  have h := (time_reversal_reduction 3 N).2
  have he : Even N := ⟨p, by omega⟩
  rw [if_pos he] at h
  have hc : N ^ 3 = 8 * p ^ 3 := by
    rw [hN]
    ring
  omega

end TimeReversalReduction
```

The hypothesis `hN` states \(N=2p\), and `he` derives from it that \(N\) is even, which selects the even case of part (f). After `hc` has expanded the cube, `omega` solves the remaining linear equation for the number of orbits.

```lean
#print axioms TimeReversalReduction.eq_neg_iff_coordinates
#print axioms TimeReversalReduction.two_mul_card_orbits_grid
#print axioms TimeReversalReduction.time_reversal_reduction
#print axioms TimeReversalReduction.card_orbits_even_three
```

```
'TimeReversalReduction.eq_neg_iff_coordinates' depends on axioms: [propext, Classical.choice, Quot.sound]
'TimeReversalReduction.two_mul_card_orbits_grid' depends on axioms: [propext, Classical.choice, Quot.sound]
'TimeReversalReduction.time_reversal_reduction' depends on axioms: [propext, Classical.choice, Quot.sound]
'TimeReversalReduction.card_orbits_even_three' depends on axioms: [propext, Classical.choice, Quot.sound]
```
